# Parity covariance at nonzero momentum transfer excludes both γ5 form factors of a four-term vertex

When a loop correction to the electron vertex is reduced to form factors in a parity-conserving theory such as QED, the terms containing $\gamma_5$ are left out before any coefficient is computed. For the vertex

$$V^\mu(q)=F_1\gamma^\mu+F_2\,i\sigma^{\mu\nu}q_\nu+F_3\,\sigma^{\mu\nu}q_\nu\gamma_5+F_4\,(q^2\gamma^\mu-q^\mu\slashed q)\gamma_5$$

with real momentum transfer $q$ and complex $F_1,\dots,F_4$ that take the same values at $q$ and at its space reflection, parity covariance justifies that step whenever $q\neq0$, lightlike $q$ included. Within this ansatz, parity leaves the charge and magnetic terms $F_1,F_2$ and removes the electric dipole term $F_3$ and the anapole term $F_4$.

## Four structures and a real momentum

The ansatz fixes which couplings may occur. The Dirac matrices are explicit, in the Dirac representation, with metric signs $\eta=(1,-1,-1,-1)$. Repeated indices on $\eta_\mu$ are not summed, so $q_\nu=\eta_\nu q^\nu$ and $(Pq)^\mu=\eta_\mu q^\mu$. Write

$$D^\mu(q)=\sigma^{\mu\nu}q_\nu,\qquad A^\mu(q)=q^2\gamma^\mu-q^\mu\slashed q .$$

In the file these are `dipole` and `anapole`, and $Pq$ is `reflect q`. The type `Fin 4 → ℝ` makes the momentum real, as for a physical momentum transfer.

```lean
import Mathlib

open Complex (I)

namespace VertexParity

noncomputable section

/-- Complex 4 by 4 matrices acting on Dirac spinors. -/
abbrev Mat := Matrix (Fin 4) (Fin 4) ℂ

/-- The diagonal signs (+,-,-,-), shared by the Minkowski metric and the parity matrix P. -/
def eta : Fin 4 → ℝ := ![1, -1, -1, -1]

/-- The Dirac matrices with upper index, in the Dirac representation. -/
def gamma : Fin 4 → Mat :=
  ![!![1, 0, 0, 0; 0, 1, 0, 0; 0, 0, -1, 0; 0, 0, 0, -1],
    !![0, 0, 0, 1; 0, 0, 1, 0; 0, -1, 0, 0; -1, 0, 0, 0],
    !![0, 0, 0, -I; 0, 0, I, 0; 0, I, 0, 0; -I, 0, 0, 0],
    !![0, 0, 1, 0; 0, 0, 0, -1; -1, 0, 0, 0; 0, 1, 0, 0]]

/-- The chirality matrix, i times the product of the four Dirac matrices. -/
def gamma5 : Mat := I • (gamma 0 * gamma 1 * gamma 2 * gamma 3)

/-- The spin tensor, (i/2) times the commutator of two Dirac matrices. -/
def sigma (μ ν : Fin 4) : Mat := (I / 2) • (gamma μ * gamma ν - gamma ν * gamma μ)

/-- The space-reflected momentum Pq. -/
def reflect (q : Fin 4 → ℝ) : Fin 4 → ℝ := fun μ => eta μ * q μ

/-- The Minkowski square of q. -/
def minkSq (q : Fin 4 → ℝ) : ℝ := ∑ ν, eta ν * q ν ^ 2

/-- The Feynman slash of q. -/
def slash (q : Fin 4 → ℝ) : Mat := ∑ ν, (eta ν * q ν : ℂ) • gamma ν

/-- The dipole structure: the spin tensor contracted with the momentum transfer. -/
def dipole (q : Fin 4 → ℝ) (μ : Fin 4) : Mat := ∑ ν, (eta ν * q ν : ℂ) • sigma μ ν

/-- The anapole structure without its chirality matrix: q² gamma^μ - q^μ slash(q). -/
def anapole (q : Fin 4 → ℝ) (μ : Fin 4) : Mat :=
  (minkSq q : ℂ) • gamma μ - (q μ : ℂ) • slash q

/-- The vertex with form factors F1, F2 and the two structures F3, F4 containing gamma5. -/
def vertex (F1 F2 F3 F4 : ℂ) (q : Fin 4 → ℝ) (μ : Fin 4) : Mat :=
  F1 • gamma μ + (F2 * I) • dipole q μ + F3 • (dipole q μ * gamma5)
    + F4 • (anapole q μ * gamma5)
```

The derivation uses the ansatz when it takes the $\gamma_5$ part of the vertex to consist of the $F_3$ and $F_4$ terms alone, and the proof does so by unfolding `vertex`. If $\gamma^\mu\gamma_5$ and $q^\mu\slashed q\gamma_5$ were admitted as further terms with coefficients of their own, they could cancel the anapole term, and $F_4$ would no longer have to vanish.

## Covariance of all four components

Parity invariance of the interaction is assumed here as a condition on the vertex; it is not derived from a Lagrangian. It says that reflecting the spinors with $\gamma^0$ has the same effect as reflecting the current and the momentum:

$$\gamma^0V^\mu(q)\gamma^0=P^\mu{}_\nu V^\nu(Pq)=\eta_\mu V^\mu(Pq)\quad\text{for all }\mu .$$

The last form holds because $P$ is diagonal, and it is the one in `ParityCovariant`. The condition is imposed on the full matrices, not only on their elements between on-shell spinors.

```lean
/-- Parity covariance at momentum q: conjugating V(q) by gamma^0 gives the reflected
four-vector of matrices at the reflected momentum. -/
def ParityCovariant (V : (Fin 4 → ℝ) → Fin 4 → Mat) (q : Fin 4 → ℝ) : Prop :=
  ∀ μ, gamma 0 * V q μ * gamma 0 = (eta μ : ℂ) • V (reflect q) μ
```

By hand, start from $\gamma^0\gamma^\mu\gamma^0=\eta_\mu\gamma^\mu$ and $\gamma^0\gamma_5\gamma^0=-\gamma_5$. Inserting $(\gamma^0)^2=1$ between factors gives $\gamma^0\sigma^{\mu\nu}\gamma^0=\eta_\mu\eta_\nu\sigma^{\mu\nu}$. Since $(Pq)_\nu=\eta_\nu q_\nu$,

$$\gamma^0D^\mu(q)\gamma^0=\eta_\mu D^\mu(Pq).$$

Likewise $\gamma^0\slashed q\gamma^0$ is the slash of $Pq$, while $(Pq)^2=q^2$ and $q^\mu=\eta_\mu(Pq)^\mu$, so

$$\gamma^0A^\mu(q)\gamma^0=\eta_\mu A^\mu(Pq).$$

The factor $\gamma_5$ adds a minus sign to the $F_3$ and $F_4$ terms. Conjugation by $\gamma^0$ therefore gives $\eta_\mu$ times the vertex at $k=Pq$ with $F_3,F_4$ replaced by $-F_3,-F_4$. Covariance equates this with the unmodified vertex at $k$. Cancelling $\eta_\mu$, subtracting, and multiplying by $\gamma_5$ on the right leaves

$$F_3D^\mu(k)+F_4A^\mu(k)=0 .$$

Because $\gamma_5\gamma^\mu\gamma_5=-\gamma^\mu$, conjugation by $\gamma_5$ preserves $D^\mu$, which has two Dirac matrices in each term, and reverses $A^\mu$, which has one. Hence also $F_3D^\mu(k)-F_4A^\mu(k)=0$, and each term vanishes separately.

The lemmas follow this order. `conj_mul` is the insertion of $(\gamma^0)^2=1$ or $\gamma_5^2=1$. `gamma_parity` and `gamma5_relations` check the matrix identities entry by entry with `fin_cases` and `simp`. `structures_parity` and `structures_chirality` carry them over to $D^\mu$ and $A^\mu$, with `module` collecting scalar coefficients.

```lean
/-- Conjugation by a matrix that squares to one respects products. -/
theorem conj_mul {G : Mat} (h : G * G = 1) (A B : Mat) :
    G * (A * B) * G = (G * A * G) * (G * B * G) := by
  have e : (G * A * G) * (G * B * G) = G * A * (G * G) * B * G := by
    simp only [mul_assoc]
  rw [e, h, mul_one]
  simp only [mul_assoc]

/-- The matrix gamma^0 squares to one, and conjugation by it reflects the Dirac matrices. -/
theorem gamma_parity : gamma 0 * gamma 0 = 1 ∧
    ∀ μ, gamma 0 * gamma μ * gamma 0 = (eta μ : ℂ) • gamma μ := by
  constructor
  · ext i j
    fin_cases i <;> fin_cases j <;> simp [gamma, Matrix.mul_apply, Fin.sum_univ_four]
  · intro μ
    fin_cases μ <;> ext i j <;> fin_cases i <;> fin_cases j <;>
      simp [gamma, eta, Matrix.mul_apply, Fin.sum_univ_four]

/-- The matrix gamma5 squares to one, is odd under parity, and reverses every Dirac matrix
by conjugation. -/
theorem gamma5_relations : gamma5 * gamma5 = 1 ∧ gamma 0 * gamma5 * gamma 0 = -gamma5 ∧
    ∀ μ, gamma5 * gamma μ * gamma5 = -gamma μ := by
  have e : gamma5 = !![0, 0, 1, 0; 0, 0, 0, 1; 1, 0, 0, 0; 0, 1, 0, 0] := by
    ext i j
    fin_cases i <;> fin_cases j <;>
      simp [gamma5, gamma]
  rw [e]
  refine ⟨?_, ?_, fun μ => ?_⟩
  · ext i j
    fin_cases i <;> fin_cases j <;> simp [Matrix.mul_apply, Fin.sum_univ_four]
  · ext i j
    fin_cases i <;> fin_cases j <;> simp [gamma, Matrix.mul_apply, Fin.sum_univ_four]
  · fin_cases μ <;> ext i j <;> fin_cases i <;> fin_cases j <;>
      simp [gamma, Matrix.mul_apply, Fin.sum_univ_four]

/-- The Minkowski square is unchanged by space reflection. -/
theorem minkSq_reflect (q : Fin 4 → ℝ) : minkSq (reflect q) = minkSq q := by
  simp [minkSq, reflect, eta, Fin.sum_univ_four]

/-- Without gamma5, the dipole and anapole structures transform as four-vectors
under parity. -/
theorem structures_parity (q : Fin 4 → ℝ) (μ : Fin 4) :
    gamma 0 * dipole q μ * gamma 0 = (eta μ : ℂ) • dipole (reflect q) μ ∧
    gamma 0 * anapole q μ * gamma 0 = (eta μ : ℂ) • anapole (reflect q) μ := by
  obtain ⟨h0, hg⟩ := gamma_parity
  have hr : ∀ ν, ((reflect q ν : ℝ) : ℂ) = eta ν * q ν := fun ν => by simp [reflect]
  constructor
  · have hs : ∀ ν, gamma 0 * sigma μ ν * gamma 0 = (eta μ * eta ν : ℂ) • sigma μ ν := by
      intro ν
      simp only [sigma, mul_smul_comm, smul_mul_assoc, mul_sub, sub_mul]
      rw [conj_mul h0, conj_mul h0, hg, hg]
      simp only [mul_smul_comm, smul_mul_assoc]
      module
    simp only [dipole, Finset.mul_sum, Finset.sum_mul, Finset.smul_sum, mul_smul_comm,
      smul_mul_assoc, hs, hr]
    refine Finset.sum_congr rfl fun ν _ => ?_
    module
  · have hsl : gamma 0 * slash q * gamma 0 = slash (reflect q) := by
      simp only [slash, Finset.mul_sum, Finset.sum_mul, mul_smul_comm, smul_mul_assoc, hg, hr]
      refine Finset.sum_congr rfl fun ν _ => ?_
      module
    have h1 : (eta μ : ℂ) * eta μ = 1 := by fin_cases μ <;> simp [eta]
    have h2 : (eta μ : ℂ) • ((eta μ * q μ : ℂ) • slash (reflect q))
        = (q μ : ℂ) • slash (reflect q) := by
      rw [smul_smul, ← mul_assoc, h1, one_mul]
    simp only [anapole, mul_sub, sub_mul, mul_smul_comm, smul_mul_assoc, hg, hsl]
    rw [minkSq_reflect, hr, smul_sub, h2]
    module

/-- Conjugation by gamma5 preserves the dipole structure and reverses the anapole structure. -/
theorem structures_chirality (q : Fin 4 → ℝ) (μ : Fin 4) :
    gamma5 * dipole q μ * gamma5 = dipole q μ ∧
    gamma5 * anapole q μ * gamma5 = -anapole q μ := by
  obtain ⟨h5, -, hg⟩ := gamma5_relations
  constructor
  · have hs : ∀ ν, gamma5 * sigma μ ν * gamma5 = sigma μ ν := by
      intro ν
      simp only [sigma, mul_smul_comm, smul_mul_assoc, mul_sub, sub_mul]
      rw [conj_mul h5, conj_mul h5, hg, hg, neg_mul_neg, neg_mul_neg]
    simp only [dipole, Finset.mul_sum, Finset.sum_mul, mul_smul_comm, smul_mul_assoc, hs]
  · have hsl : gamma5 * slash q * gamma5 = -slash q := by
      simp only [slash, Finset.mul_sum, Finset.sum_mul, mul_smul_comm, smul_mul_assoc, hg,
        smul_neg, Finset.sum_neg_distrib]
    simp only [anapole, mul_sub, sub_mul, mul_smul_comm, smul_mul_assoc, hg, hsl]
    module
```

A single component is not always enough. For $q=(1,0,0,0)$ both $D^0$ and $A^0$ are zero, so the $\mu=0$ equation alone holds for any $F_3$ and $F_4$.

## A momentum transfer different from zero

It remains to show that neither $D^\mu(k)$ nor $A^\mu(k)$ vanishes for all $\mu$ unless $k=0$. Count matrix rows and columns from zero, as Lean does. For the dipole structure,

$$(D^0)_{02}=-ik^3,\qquad (D^0)_{03}=-ik^1-k^2,\qquad \operatorname{Im}(D^1)_{03}=-k^0,$$

so its vanishing gives $k=0$. For the anapole structure,

$$(A^0)_{00}=k^2-(k^0)^2=-|\mathbf k|^2,\qquad \operatorname{Re}(A^1)_{03}=k^2+(k^1)^2,$$

where $k^2$ now denotes the Minkowski square, whereas in the dipole entries it was the component with index 2. The first entry forces $\mathbf k=0$, because the components are real; the second then forces $k^0=0$. `structures_eq_zero` reads off the same entries and finishes with `linarith`.

```lean
/-- If all four components of the dipole structure vanish, or all four of the anapole
structure, then the momentum transfer is zero. -/
theorem structures_eq_zero (q : Fin 4 → ℝ)
    (h : (∀ μ, dipole q μ = 0) ∨ (∀ μ, anapole q μ = 0)) : q = 0 := by
  have key : q 0 = 0 ∧ q 1 = 0 ∧ q 2 = 0 ∧ q 3 = 0 := by
    rcases h with h | h
    · -- single matrix entries read off the components of q
      have a3 : (dipole q 0 0 2).im = -q 3 := by
        simp only [dipole, sigma, Fin.sum_univ_four, Matrix.add_apply, Matrix.smul_apply,
          Matrix.sub_apply, Matrix.mul_apply]
        simp [gamma, eta]
        ring
      have a1 : (dipole q 0 0 3).im = -q 1 := by
        simp only [dipole, sigma, Fin.sum_univ_four, Matrix.add_apply, Matrix.smul_apply,
          Matrix.sub_apply, Matrix.mul_apply]
        simp [gamma, eta]
        ring
      have a2 : (dipole q 0 0 3).re = -q 2 := by
        simp only [dipole, sigma, Fin.sum_univ_four, Matrix.add_apply, Matrix.smul_apply,
          Matrix.sub_apply, Matrix.mul_apply]
        simp [gamma, eta]
        ring
      have a0 : (dipole q 1 0 3).im = -q 0 := by
        simp only [dipole, sigma, Fin.sum_univ_four, Matrix.add_apply, Matrix.smul_apply,
          Matrix.sub_apply, Matrix.mul_apply]
        simp [gamma, eta]
        ring
      rw [h] at a0 a1 a2 a3
      simp only [Matrix.zero_apply, Complex.zero_re, Complex.zero_im] at a0 a1 a2 a3
      refine ⟨?_, ?_, ?_, ?_⟩ <;> linarith
    · have hm : minkSq q = q 0 ^ 2 - q 1 ^ 2 - q 2 ^ 2 - q 3 ^ 2 := by
        simp [minkSq, eta, Fin.sum_univ_four]
        ring
      have a0 : (anapole q 0 0 0).re = minkSq q - q 0 ^ 2 := by
        simp [anapole, slash, gamma, eta, Fin.sum_univ_four]
        ring
      have a1 : (anapole q 1 0 3).re = minkSq q + q 1 ^ 2 := by
        simp [anapole, slash, gamma, eta, Fin.sum_univ_four] <;> ring
      rw [h] at a0 a1
      simp only [Matrix.zero_apply, Complex.zero_re] at a0 a1
      have p1 := sq_nonneg (q 1)
      have p2 := sq_nonneg (q 2)
      have p3 := sq_nonneg (q 3)
      refine ⟨?_, ?_, ?_, ?_⟩ <;> refine pow_eq_zero_iff (two_ne_zero) |>.mp ?_ <;> linarith
  obtain ⟨h0, h1, h2, h3⟩ := key
  funext μ
  fin_cases μ <;> assumption
```

`vertex_parity` states the sign reversal of $F_3$ and $F_4$.

```lean
/-- Conjugating the vertex by gamma^0 gives the reflected vertex at the reflected momentum,
with F3 and F4 reversed in sign. -/
theorem vertex_parity (F1 F2 F3 F4 : ℂ) (q : Fin 4 → ℝ) (μ : Fin 4) :
    gamma 0 * vertex F1 F2 F3 F4 q μ * gamma 0
      = (eta μ : ℂ) • vertex F1 F2 (-F3) (-F4) (reflect q) μ := by
  obtain ⟨h0, hg⟩ := gamma_parity
  obtain ⟨hd, ha⟩ := structures_parity q μ
  simp only [vertex, mul_add, add_mul, mul_smul_comm, smul_mul_assoc]
  rw [conj_mul h0, conj_mul h0, hg, hd, ha, gamma5_relations.2.1]
  simp only [mul_neg, smul_mul_assoc]
  module
```

The equivalence then reads: the vertex is covariant at $q$ exactly when $q=0$, or $F_3=F_4=0$. In its proof, `hx` isolates the $\gamma_5$ part, `hp` removes the $\gamma_5$, and `hc` is the conjugated equation; half their sum and half their difference give `split`. If $F_3$ or $F_4$ were nonzero, `structures_eq_zero` would give $Pq=0$, and hence $q=0$. Conversely, if $F_3=F_4=0$, the sign reversal changes nothing.

```lean
/-- At real momentum transfer q the vertex is parity covariant exactly when q = 0 or both
F3 and F4 vanish. -/
theorem parityCovariant_iff (F1 F2 F3 F4 : ℂ) (q : Fin 4 → ℝ) :
    ParityCovariant (vertex F1 F2 F3 F4) q ↔ q = 0 ∨ (F3 = 0 ∧ F4 = 0) := by
  constructor
  · intro h
    by_cases hq : q = 0
    · exact Or.inl hq
    right
    have hq' : reflect q ≠ 0 := by
      intro h0
      apply hq
      funext μ
      have h1 := congrFun h0 μ
      fin_cases μ <;> simpa [reflect, eta] using h1
    have split : ∀ μ, F3 • dipole (reflect q) μ = 0 ∧ F4 • anapole (reflect q) μ = 0 := by
      intro μ
      have hη : (eta μ : ℂ) ≠ 0 := by fin_cases μ <;> simp [eta]
      have hv := smul_right_injective Mat hη ((vertex_parity F1 F2 F3 F4 q μ).symm.trans (h μ))
      -- the part of the vertex containing gamma5 must vanish
      have hx : F3 • (dipole (reflect q) μ * gamma5)
          + F4 • (anapole (reflect q) μ * gamma5) = 0 := by
        have h2 : F3 • (dipole (reflect q) μ * gamma5) + F4 • (anapole (reflect q) μ * gamma5)
            = (1 / 2 : ℂ) • (vertex F1 F2 F3 F4 (reflect q) μ
              - vertex F1 F2 (-F3) (-F4) (reflect q) μ) := by
          unfold vertex
          module
        rw [h2, hv, sub_self, smul_zero]
      have hp : F3 • dipole (reflect q) μ + F4 • anapole (reflect q) μ = 0 := by
        have h3 := congrArg (fun X : Mat => X * gamma5) hx
        simpa only [add_mul, smul_mul_assoc, mul_assoc, gamma5_relations.1, mul_one,
          zero_mul] using h3
      -- chirality separates the two structures
      have hc : F3 • dipole (reflect q) μ - F4 • anapole (reflect q) μ = 0 := by
        have h4 := congrArg (fun X : Mat => gamma5 * X * gamma5) hp
        simp only [mul_add, add_mul, mul_smul_comm, smul_mul_assoc,
          (structures_chirality (reflect q) μ).1, (structures_chirality (reflect q) μ).2,
          mul_zero, zero_mul, smul_neg] at h4
        rw [sub_eq_add_neg]
        exact h4
      constructor
      · linear_combination (norm := module) (1 / 2 : ℂ) • hp + (1 / 2 : ℂ) • hc
      · linear_combination (norm := module) (1 / 2 : ℂ) • hp - (1 / 2 : ℂ) • hc
    constructor
    · by_contra h3
      exact hq' (structures_eq_zero _
        (Or.inl fun μ => (smul_eq_zero.mp (split μ).1).resolve_left h3))
    · by_contra h4
      exact hq' (structures_eq_zero _
        (Or.inr fun μ => (smul_eq_zero.mp (split μ).2).resolve_left h4))
  · rintro (rfl | ⟨rfl, rfl⟩) μ
    · have hr : reflect 0 = 0 := by
        funext ν
        simp [reflect]
      rw [vertex_parity, hr]
      simp [vertex, dipole, anapole, slash, minkSq]
    · rw [vertex_parity, neg_zero]
```

At $q=0$ the exclusion fails: take $F_3=F_4=1$. Both structures vanish, $V^\mu(0)=F_1\gamma^\mu$, and this is covariant. The covariance condition at $q=0$ alone therefore says nothing about these two coefficients.

## Form factors that depend only on $q^2$

In a loop calculation the coefficients are functions. When the electron is on its mass shell before and after the scattering, Lorentz invariance is the physical reason for letting them depend only on $q^2$, which makes them equal at $q$ and $Pq$. Under this hypothesis, covariance at every real $q$ holds exactly when $F_3(s)=F_4(s)=0$ for every real $s$.

By hand, choose

$$q=\left(\tfrac{s+1}{2},\tfrac{s-1}{2},0,0\right),\qquad q^2=\frac{(s+1)^2-(s-1)^2}{4}=s .$$

The first two components differ by $1$, so $q\neq0$, and the fixed-momentum result applies. This covers $s=0$ through a lightlike momentum, without any continuity assumption. Scattering of a massive electron that is on its mass shell before and after supplies fewer momenta: there a nonzero $q$ is always spacelike, and $s=0$ occurs only at $q=0$, where covariance does not constrain $F_3$ and $F_4$. From such momenta alone, $F_3(0)=F_4(0)=0$ follows if the form factors are continuous at $s=0$. The proof uses the hypothesis in the rewrites with `minkSq_reflect`, which turn the functions into the same constants on both sides.

```lean
/-- For form factors that are functions of q², the vertex is parity covariant at every real
momentum transfer exactly when F3 and F4 vanish identically. -/
theorem parityCovariant_formFactors_iff (F1 F2 F3 F4 : ℝ → ℂ) :
    (∀ q, ParityCovariant (fun k => vertex (F1 (minkSq k)) (F2 (minkSq k))
      (F3 (minkSq k)) (F4 (minkSq k)) k) q) ↔ ∀ s, F3 s = 0 ∧ F4 s = 0 := by
  constructor
  · intro h s
    -- a nonzero momentum with Minkowski square s, also for s = 0
    let q : Fin 4 → ℝ := ![(s + 1) / 2, (s - 1) / 2, 0, 0]
    have hs : minkSq q = s := by
      simp [q, minkSq, eta, Fin.sum_univ_four] <;> ring
    have hc : ParityCovariant (vertex (F1 s) (F2 s) (F3 s) (F4 s)) q := by
      intro μ
      have h1 := h q μ
      simp only [minkSq_reflect, hs] at h1
      exact h1
    rcases (parityCovariant_iff _ _ _ _ q).mp hc with h0 | h0
    · have e0 : (s + 1) / 2 = 0 := congrFun h0 0
      have e1 : (s - 1) / 2 = 0 := congrFun h0 1
      linarith
    · exact h0
  · intro h q μ
    simp only [minkSq_reflect]
    exact (parityCovariant_iff _ _ _ _ q).mpr (Or.inr (h _)) μ

end

end VertexParity
```

```lean
#print axioms VertexParity.parityCovariant_formFactors_iff
```

```
'VertexParity.parityCovariant_formFactors_iff' depends on axioms: [propext, Classical.choice, Quot.sound]
```

Without this hypothesis the conclusion fails. Let $F_3(q)=q^1$ and $F_4=0$, with $F_1,F_2$ constant. Then $F_3(Pq)=-F_3(q)$, which compensates the sign from $\gamma_5$, and the vertex is covariant at every $q$ although $F_3$ is not identically zero.
